# Growth rate and spectrum of Dyakonov–Shur modes in a lossless channel

To estimate whether a gated transistor channel can oscillate spontaneously, one compares the growth rate of its plasma waves with their loss rate. The growth rate is derived here for a one-dimensional, linearized, frictionless electron fluid with fixed density at the source and fixed current at the drain. It can also serve as a small-amplitude test of a hydrodynamic solver with these boundary conditions.

## From two waves to a complex frequency

Let the channel have length $L>0$, plasma-wave speed $s>0$ and real drift velocity $v$, with $|v|\ne s$. The relative density perturbation $n$ and velocity perturbation $u$ obey

$$n_t+vn_x+u_x=0,\qquad u_t+vu_x+s^2n_x=0.$$

Insert $n=e^{i(wx/c-wt)}$ and $u=\pm sn$. The first equation becomes $iw[-1+(v\pm s)/c]\,n=0$, and the second is $\pm s$ times the first. Both hold for $c=v\pm s$. With amplitudes $A,B$ and $k_\pm=w/(v\pm s)$,

$$n=(Ae^{ik_+x}+Be^{ik_-x})e^{-iwt},\qquad u=s(Ae^{ik_+x}-Be^{ik_-x})e^{-iwt}.$$

The current perturbation, in units of the equilibrium density, is $vn+u$. Requiring $n=0$ at the source $x=0$ and $vn+u=0$ at the drain $x=L$ gives

$$A+B=0,\qquad (v+s)Ae^{ik_+L}+(v-s)Be^{ik_-L}=0.$$

A nonzero pair has $B=-A\ne0$, so

$$e^{iTw}=\frac{v-s}{v+s},\qquad T=\frac L{s+v}+\frac L{s-v}=\frac{2Ls}{s^2-v^2}.$$

Conversely, this condition makes $A=1$, $B=-1$ a mode. Taking moduli gives $e^{-T\,\mathrm{Im}\,w}=|(v-s)/(v+s)|$, hence

$$\mathrm{Im}\,w=\frac{s^2-v^2}{2Ls}\ln\left|\frac{s+v}{s-v}\right|.$$

The logarithm has the sign of $(s+v)^2-(s-v)^2=4sv$, hence of $v$; the prefactor is positive exactly when $|v|<s$. Their product is positive exactly for $0<v<s$ or $v<-s$.

The right side of the phase condition is negative for $|v|<s$ and positive for $|v|>s$. Its argument is therefore $\varphi=\pi$ or $\varphi=0$, and $\mathrm{Re}\,w=(\varphi+2\pi n)/T$ for integer $n$, which from here on is an index and no longer the density.

For $v=s/3$ the ratio in the logarithm is 2, so $\mathrm{Im}\,w=\frac49\ln2\,(s/L)\approx0.308\,s/L$. The lowest positive real part is $\frac{4\pi}9\,s/L\approx1.40\,s/L$. With $s=10^6$ m/s and $L=1$ µm, the growth rate is about $3.1\times10^{11}$ s⁻¹ and the frequency about 0.22 THz.

## Waves, boundary conditions and modes in Lean

```lean
import Mathlib

open Complex

namespace DyakonovShur

noncomputable section
```

The factor $e^{-iwt}$ fixes the sign convention: positive `w.im` means growth.

```lean
/-- A wave of complex frequency `w` travelling with real phase velocity `c ≠ 0`. -/
def wave (c : ℝ) (w : ℂ) (x t : ℝ) : ℂ := Complex.exp (I * (w / c * x - w * t))

/-- Relative density perturbation: two plasma waves with velocities `v + s` and `v - s`,
both nonzero, and amplitudes `A` and `B`. -/
def density (v s : ℝ) (w A B : ℂ) (x t : ℝ) : ℂ :=
  A * wave (v + s) w x t + B * wave (v - s) w x t

/-- Velocity perturbation carried by the same two plasma waves, for `v + s` and `v - s`
nonzero. -/
def velocity (v s : ℝ) (w A B : ℂ) (x t : ℝ) : ℂ :=
  s * (A * wave (v + s) w x t - B * wave (v - s) w x t)

/-- Linearized current perturbation, in units of the equilibrium density, for `v + s` and
`v - s` nonzero. -/
def current (v s : ℝ) (w A B : ℂ) (x t : ℝ) : ℂ :=
  v * density v s w A B x t + velocity v s w A B x t
```

`IsMode` imposes the boundary conditions at every real time. They stand for a source held at fixed density and a drain held at fixed current.

```lean
/-- A mode of the channel (`s, L > 0` and `|v| ≠ s`): a nonzero pair of amplitudes with no density
perturbation at the source `x = 0` and no current perturbation at the drain `x = L`. -/
def IsMode (v s L : ℝ) (w A B : ℂ) : Prop :=
  (A ≠ 0 ∨ B ≠ 0) ∧ (∀ t : ℝ, density v s w A B 0 t = 0) ∧
    ∀ t : ℝ, current v s w A B L t = 0
```

`roundTrip` is $T$, which is negative for supersonic drift.

```lean
/-- For `s > 0` and `|v| ≠ s`, the sum of two signed transit times: `L/(s+v)` for the wave of
velocity `v + s` from source to drain, and `L/(s-v)` for the wave of velocity `v - s` from drain to
source. -/
def roundTrip (v s L : ℝ) : ℝ := L / (s + v) + L / (s - v)

/-- The Dyakonov-Shur growth rate, for `L` and `s` positive and `|v| ≠ s`. -/
def growthRate (v s L : ℝ) : ℝ :=
  (s ^ 2 - v ^ 2) / (2 * L * s) * Real.log |(s + v) / (s - v)|
```

The assumption `|v| ≠ s` excludes a wave with zero laboratory velocity, for which $k_\pm$ is undefined.

```lean
private lemma speeds_ne {v s : ℝ} (hs : 0 < s) (hv : |v| ≠ s) : v + s ≠ 0 ∧ v - s ≠ 0 := by
  constructor
  · intro h
    exact hv (by rw [show v = -s by linarith, abs_neg, abs_of_pos hs])
  · intro h
    exact hv (by rw [show v = s by linarith, abs_of_pos hs])
```

## The fluid equations and the phase condition

The next lemmas separate the time factor and differentiate a wave.

```lean
private lemma wave_split (c : ℝ) (w : ℂ) (x t : ℝ) :
    wave c w x t = Complex.exp (I * (w / c) * x) * Complex.exp (-(I * w * t)) := by
  rw [wave, ← Complex.exp_add]
  congr 1
  ring

private lemma hasDerivAt_coe (x : ℝ) : HasDerivAt (fun y : ℝ => (y : ℂ)) 1 x := by
  simpa using (hasDerivAt_id x).ofReal_comp

private lemma wave_dx (c : ℝ) (w : ℂ) (x t : ℝ) :
    HasDerivAt (fun y => wave c w y t) (I * (w / c) * wave c w x t) x := by
  unfold wave
  exact ((((hasDerivAt_coe x).const_mul (w / c)).sub_const (w * t)).const_mul I).cexp.congr_deriv
    (by ring)

private lemma wave_dt (c : ℝ) (w : ℂ) (x t : ℝ) :
    HasDerivAt (fun τ => wave c w x τ) (-(I * w) * wave c w x t) t := by
  unfold wave
  exact ((((hasDerivAt_coe t).const_mul w).const_sub (w / c * x)).const_mul I).cexp.congr_deriv
    (by ring)
```

The first theorem says that the four derivatives exist and satisfy both fluid equations. `ep` and `em` express $k_\pm(v\pm s)=w$.

```lean
/-- If neither wave velocity `v ± s` vanishes, the density and velocity perturbations solve the
linearized continuity and Euler equations of the electron fluid. -/
theorem solves_hydrodynamics {v s : ℝ} (hp : v + s ≠ 0) (hm : v - s ≠ 0)
    (w A B : ℂ) (x t : ℝ) :
    ∃ nt nx ut ux : ℂ,
      HasDerivAt (fun τ => density v s w A B x τ) nt t ∧
      HasDerivAt (fun y => density v s w A B y t) nx x ∧
      HasDerivAt (fun τ => velocity v s w A B x τ) ut t ∧
      HasDerivAt (fun y => velocity v s w A B y t) ux x ∧
      nt + v * nx + ux = 0 ∧ ut + v * ux + s ^ 2 * nx = 0 := by
  have ep : w / ((v + s : ℝ) : ℂ) * ((v : ℂ) + s) = w := by
    rw [← Complex.ofReal_add]
    exact div_mul_cancel₀ w (Complex.ofReal_ne_zero.mpr hp)
  have em : w / ((v - s : ℝ) : ℂ) * ((v : ℂ) - s) = w := by
    rw [← Complex.ofReal_sub]
    exact div_mul_cancel₀ w (Complex.ofReal_ne_zero.mpr hm)
  refine ⟨_, _, _, _,
    ((wave_dt (v + s) w x t).const_mul A).fun_add ((wave_dt (v - s) w x t).const_mul B),
    ((wave_dx (v + s) w x t).const_mul A).fun_add ((wave_dx (v - s) w x t).const_mul B),
    (((wave_dt (v + s) w x t).const_mul A).fun_sub
      ((wave_dt (v - s) w x t).const_mul B)).const_mul (s : ℂ),
    (((wave_dx (v + s) w x t).const_mul A).fun_sub
      ((wave_dx (v - s) w x t).const_mul B)).const_mul (s : ℂ), ?_, ?_⟩
  · linear_combination A * I * wave (v + s) w x t * ep + B * I * wave (v - s) w x t * em
  · linear_combination s * A * I * wave (v + s) w x t * ep - s * B * I * wave (v - s) w x t * em
```

Cancelling the nonzero time factor turns the boundary conditions into the amplitude equations.

```lean
/-- The boundary conditions at source and drain amount to two linear equations for the
amplitudes of the two waves. -/
theorem isMode_iff (v s L : ℝ) (w A B : ℂ) :
    IsMode v s L w A B ↔ (A ≠ 0 ∨ B ≠ 0) ∧ A + B = 0 ∧
      ((v + s : ℝ) : ℂ) * A * Complex.exp (I * (w / (v + s : ℝ)) * L) +
        ((v - s : ℝ) : ℂ) * B * Complex.exp (I * (w / (v - s : ℝ)) * L) = 0 := by
  -- the common time factor never vanishes
  have key : ∀ X : ℂ, (∀ t : ℝ, X * Complex.exp (-(I * w * t)) = 0) ↔ X = 0 := fun X =>
    ⟨fun h => (mul_eq_zero.mp (h 0)).resolve_right (Complex.exp_ne_zero _),
      fun h t => by rw [h, zero_mul]⟩
  have h1 : ∀ t : ℝ, density v s w A B 0 t = (A + B) * Complex.exp (-(I * w * t)) := by
    intro t
    simp only [density, wave_split, Complex.ofReal_zero, mul_zero, Complex.exp_zero]
    ring
  have h2 : ∀ t : ℝ, current v s w A B L t =
      (((v + s : ℝ) : ℂ) * A * Complex.exp (I * (w / (v + s : ℝ)) * L) +
        ((v - s : ℝ) : ℂ) * B * Complex.exp (I * (w / (v - s : ℝ)) * L)) *
        Complex.exp (-(I * w * t)) := by
    intro t
    simp only [current, density, velocity, wave_split]
    push_cast
    ring
  unfold IsMode
  simp only [h1, h2]
  exact and_congr Iff.rfl (and_congr (key _) (key _))
```

Here `hk` encodes $k_+L=Tw+k_-L$. The forward direction eliminates $B$ and cancels $A$; the reverse supplies the pair $(1,-1)$.

```lean
/-- For `s > 0` and `|v| ≠ s`, a mode of frequency `w` exists exactly when the phase factor
over both transits equals `(v - s)/(v + s)`. -/
theorem exists_mode_iff {v s : ℝ} (hs : 0 < s) (hv : |v| ≠ s) (L : ℝ) (w : ℂ) :
    (∃ A B, IsMode v s L w A B) ↔
      Complex.exp (I * (roundTrip v s L : ℝ) * w) = (((v - s) / (v + s) : ℝ) : ℂ) := by
  have hpC : ((v + s : ℝ) : ℂ) ≠ 0 := Complex.ofReal_ne_zero.mpr (speeds_ne hs hv).1
  have hr : (v + s)⁻¹ * L = roundTrip v s L + (v - s)⁻¹ * L := by
    rw [roundTrip, ← neg_sub s v, inv_neg, add_comm v s]
    ring
  have hk : I * (w / (v + s : ℝ)) * L =
      I * (roundTrip v s L : ℝ) * w + I * (w / (v - s : ℝ)) * L := by
    have hc := congrArg Complex.ofReal hr
    push_cast at hc ⊢
    linear_combination I * w * hc
  constructor
  · rintro ⟨A, B, h⟩
    obtain ⟨h0, h1, h2⟩ := (isMode_iff v s L w A B).1 h
    have hB : B = -A := by linear_combination h1
    have hA : A ≠ 0 := by
      intro hA
      simp [hB, hA] at h0
    rw [hk, Complex.exp_add, hB] at h2
    rw [Complex.ofReal_div, eq_div_iff hpC]
    apply mul_left_cancel₀ (mul_ne_zero hA (Complex.exp_ne_zero (I * (w / (v - s : ℝ)) * L)))
    linear_combination h2
  · intro h
    refine ⟨1, -1, (isMode_iff v s L w 1 (-1)).2 ⟨Or.inl one_ne_zero, by ring, ?_⟩⟩
    rw [hk, Complex.exp_add, h, Complex.ofReal_div]
    have hc := div_mul_cancel₀ ((v - s : ℝ) : ℂ) hpC
    linear_combination Complex.exp (I * (w / (v - s : ℝ)) * L) * hc
```

## Growth and its sign

These lemmas invert the ratio inside the logarithm and show that the prefactor is $1/T$.

```lean
private lemma log_ratio (v s : ℝ) :
    Real.log |(s + v) / (s - v)| = -Real.log |(v - s) / (v + s)| := by
  rw [Real.log_abs, Real.log_abs, ← Real.log_inv, inv_div, ← neg_sub s v, div_neg,
    Real.log_neg_eq_log, add_comm v s]

private lemma rate_mul {v s L : ℝ} (hs : 0 < s) (hL : 0 < L) (hv : |v| ≠ s) :
    (s ^ 2 - v ^ 2) / (2 * L * s) * roundTrip v s L = 1 := by
  obtain ⟨hp, hm⟩ := speeds_ne hs hv
  have hp' : s + v ≠ 0 := fun h => hp (by linarith)
  have hm' : s - v ≠ 0 := fun h => hm (by linarith)
  have hne : 2 * L * s * ((s + v) * (s - v)) ≠ 0 :=
    mul_ne_zero (by positivity) (mul_ne_zero hp' hm')
  rw [roundTrip, div_add_div _ _ hp' hm', div_mul_div_comm, div_eq_one_iff_eq hne]
  ring
```

The sign analysis compares squares, as above.

```lean
/-- For `s, L > 0` and `|v| ≠ s`, the growth rate is positive exactly when `0 < v < s` or
`v < -s`. -/
theorem growthRate_pos_iff {v s L : ℝ} (hs : 0 < s) (hL : 0 < L) (hv : |v| ≠ s) :
    0 < growthRate v s L ↔ (0 < v ∧ v < s) ∨ v < -s := by
  obtain ⟨hp, hm⟩ := speeds_ne hs hv
  have hp' : s + v ≠ 0 := fun h => hp (by linarith)
  have hm' : s - v ≠ 0 := fun h => hm (by linarith)
  have hc : 0 < 2 * L * s := by positivity
  -- the logarithm has the sign of the drift velocity
  have h1 : 0 < Real.log |(s + v) / (s - v)| ↔ 0 < v := by
    rw [Real.log_pos_iff (abs_nonneg _), abs_div, one_lt_div (abs_pos.2 hm'), ← sq_lt_sq]
    constructor <;> intro h <;> nlinarith
  have h2 : Real.log |(s + v) / (s - v)| < 0 ↔ v < 0 := by
    rw [Real.log_neg_iff (abs_pos.2 (div_ne_zero hp' hm')), abs_div,
      div_lt_one (abs_pos.2 hm'), ← sq_lt_sq]
    constructor <;> intro h <;> nlinarith
  rw [growthRate, mul_pos_iff, h1, h2, lt_div_iff₀ hc, div_lt_iff₀ hc, zero_mul]
  constructor
  · rintro (⟨a, b⟩ | ⟨a, b⟩)
    · exact Or.inl ⟨b, by nlinarith⟩
    · exact Or.inr (by nlinarith)
  · rintro (⟨a, b⟩ | a)
    · exact Or.inl ⟨by nlinarith, a⟩
    · exact Or.inr ⟨by nlinarith, by linarith⟩
```

The main theorem takes any mode and returns both the value of `w.im` and the growth criterion. Its central device is `Complex.norm_exp`, which rewrites the norm of $e^z$ as the real exponential of $\mathrm{Re}\,z$. Applying `congrArg norm` to the phase condition thus removes $\mathrm{Re}\,w$, and `Real.log_exp` recovers the exponent without any choice of complex branch.

```lean
/-- Dyakonov-Shur instability: for `s, L > 0` and `|v| ≠ s`, every mode has the imaginary
frequency stated, and it grows in time exactly when `0 < v < s` or `v < -s`. -/
theorem dyakonov_shur {v s L : ℝ} (hs : 0 < s) (hL : 0 < L) (hv : |v| ≠ s) {w A B : ℂ}
    (h : IsMode v s L w A B) :
    w.im = (s ^ 2 - v ^ 2) / (2 * L * s) * Real.log |(s + v) / (s - v)| ∧
      (0 < w.im ↔ (0 < v ∧ v < s) ∨ v < -s) := by
  have him : w.im = growthRate v s L := by
    -- compare the moduli of both sides of the mode condition
    have hq := congrArg norm ((exists_mode_iff hs hv L w).1 ⟨A, B, h⟩)
    have hre : (I * (roundTrip v s L : ℝ) * w).re = -(roundTrip v s L * w.im) := by simp
    rw [Complex.norm_exp, Complex.norm_real, Real.norm_eq_abs, hre] at hq
    have hl := congrArg Real.log hq
    rw [Real.log_exp] at hl
    rw [growthRate, log_ratio, ← hl]
    linear_combination -w.im * rate_mul hs hL hv
  exact ⟨him, by rw [him]; exact growthRate_pos_iff hs hL hv⟩
```

## All mode frequencies

`solve_phase` solves the linear equation for $w$. `Complex.exp_eq_exp_iff_exists_int` supplies the integer $n$, since equal exponentials have exponents differing by $2\pi i n$.

```lean
private lemma solve_phase {g r w l p : ℂ} (h : g * r = 1) :
    I * r * w = l + p * I ↔ w = g * p + g * (-l) * I := by
  constructor <;> intro e
  · linear_combination (-I * g) * e - w * h + (g * r * w - g * p) * Complex.I_sq
  · linear_combination I * r * e + (I * p + l) * h - r * g * l * Complex.I_sq

private lemma spectrum_aux {v s L : ℝ} (hs : 0 < s) (hL : 0 < L) (hv : |v| ≠ s) (φ : ℝ)
    (hφ : (((v - s) / (v + s) : ℝ) : ℂ) =
      Complex.exp ((Real.log |(v - s) / (v + s)| : ℝ) + φ * I)) (w : ℂ) :
    (∃ A B, IsMode v s L w A B) ↔ ∃ n : ℤ,
      w = ((s ^ 2 - v ^ 2) / (2 * L * s) : ℝ) * (φ + 2 * n * Real.pi) +
        (growthRate v s L : ℝ) * I := by
  have hg : (((s ^ 2 - v ^ 2) / (2 * L * s) : ℝ) : ℂ) * (roundTrip v s L : ℝ) = 1 := by
    rw [← Complex.ofReal_mul, rate_mul hs hL hv, Complex.ofReal_one]
  have hG : ((growthRate v s L : ℝ) : ℂ) = (((s ^ 2 - v ^ 2) / (2 * L * s) : ℝ) : ℂ) *
      (-((Real.log |(v - s) / (v + s)| : ℝ) : ℂ)) := by
    rw [growthRate, log_ratio, Complex.ofReal_mul, Complex.ofReal_neg]
  rw [exists_mode_iff hs hv, hφ, Complex.exp_eq_exp_iff_exists_int]
  refine exists_congr fun n => ?_
  have key := solve_phase (w := w) (l := ((Real.log |(v - s) / (v + s)| : ℝ) : ℂ))
    (p := (φ : ℂ) + 2 * n * Real.pi) hg
  constructor <;> intro e
  · have e' := key.1 (by linear_combination e)
    linear_combination e' - I * hG
  · have e' := key.2 (by linear_combination e + I * hG)
    linear_combination e'
```

The two spectra follow with $\varphi=\pi$ and $\varphi=0$. Each is an equivalence, so every listed frequency belongs to a mode.

```lean
/-- For `L > 0` and subsonic drift `|v| < s`, the mode frequencies are exactly those with the
Dyakonov-Shur growth rate and real part an odd multiple of `π (s² - v²)/(2Ls)`. -/
theorem subsonic_spectrum {v s L : ℝ} (hL : 0 < L) (hv : |v| < s) (w : ℂ) :
    (∃ A B, IsMode v s L w A B) ↔ ∃ n : ℤ,
      w = ((s ^ 2 - v ^ 2) / (2 * L * s) : ℝ) * (Real.pi + 2 * n * Real.pi) +
        (growthRate v s L : ℝ) * I := by
  obtain ⟨h1, h2⟩ := abs_lt.1 hv
  have hq : (v - s) / (v + s) < 0 := div_neg_of_neg_of_pos (by linarith) (by linarith)
  refine spectrum_aux (lt_of_le_of_lt (abs_nonneg v) hv) hL hv.ne Real.pi ?_ w
  rw [Complex.exp_add, Complex.exp_pi_mul_I, ← Complex.ofReal_exp,
    Real.exp_log (abs_pos.2 hq.ne), abs_of_neg hq, Complex.ofReal_neg]
  ring

/-- For `s, L > 0` and supersonic drift `|v| > s`, the mode frequencies are exactly those with
the Dyakonov-Shur growth rate and real part an even multiple of `π (s² - v²)/(2Ls)`. -/
theorem supersonic_spectrum {v s L : ℝ} (hs : 0 < s) (hL : 0 < L) (hv : s < |v|) (w : ℂ) :
    (∃ A B, IsMode v s L w A B) ↔ ∃ n : ℤ,
      w = ((s ^ 2 - v ^ 2) / (2 * L * s) : ℝ) * (2 * n * Real.pi) +
        (growthRate v s L : ℝ) * I := by
  have hq : 0 < (v - s) / (v + s) := by
    rcases lt_abs.1 hv with h | h
    · exact div_pos (by linarith) (by linarith)
    · exact div_pos_of_neg_of_neg (by linarith) (by linarith)
  have h := spectrum_aux hs hL hv.ne' 0 (by
    rw [Complex.ofReal_zero, zero_mul, add_zero, ← Complex.ofReal_exp,
      Real.exp_log (abs_pos.2 hq.ne'), abs_of_pos hq]) w
  simp only [Complex.ofReal_zero, zero_add] at h
  exact h

end

end DyakonovShur
```

The model omits scattering, viscosity and nonlinear saturation. The supersonic result needs care as a prediction of time evolution: both waves then travel in the same direction, and a well-posed initial-value problem would prescribe both conditions at the upstream end.

```lean
#print axioms DyakonovShur.solves_hydrodynamics
#print axioms DyakonovShur.dyakonov_shur
#print axioms DyakonovShur.subsonic_spectrum
#print axioms DyakonovShur.supersonic_spectrum
```

```
'DyakonovShur.solves_hydrodynamics' depends on axioms: [propext, Classical.choice, Quot.sound]
'DyakonovShur.dyakonov_shur' depends on axioms: [propext, Classical.choice, Quot.sound]
'DyakonovShur.subsonic_spectrum' depends on axioms: [propext, Classical.choice, Quot.sound]
'DyakonovShur.supersonic_spectrum' depends on axioms: [propext, Classical.choice, Quot.sound]
```
